# For fixed coefficients, the energy slope of a Hermitian block secular form is minus the squared norm of the augmented state

## Can the slope of an APW-like secular form be proved to be a norm?

Take a Hermitian matrix $H=\begin{pmatrix}A&B\\B^*&D\end{pmatrix}$ and a real energy $E$ that is not an eigenvalue of $D$. Eliminating the second block leaves $M(E)=A-E-B(D-E)^{-1}B^*$, and for fixed $c$

$$\frac{d}{dE}\langle c,M(E)c\rangle=-\left(\|c\|^2+\|(D-E)^{-1}B^*c\|^2\right).$$

I read the right-hand side as minus the squared norm of a state whose second part adjusts to the energy, much as an augmented plane wave does inside the atomic sphere. I would like to see this made rigorous, with a proof that a machine has checked.

## The slope is the limit of an overlap between two augmented states

Yes, the formula holds, and only $D$ has to be Hermitian. It follows from an exact relation between two energies, and it makes $\langle c,M(E)c\rangle$ strictly decreasing for $c\neq0$ on every interval free of eigenvalues of $D$, when $A$ is Hermitian too.

Write $R(E)=(D-E)^{-1}$ and $b=B^*c$, and define the augmented state $\psi_E=(c,\,-R(E)b)$. Acting on it with $H-E$ gives

- in the first block, $(A-E)c-BR(E)b=M(E)c$;
- in the second block, $b-(D-E)R(E)b=0$.

The eliminated equations are therefore solved exactly at energy $E$, and the whole residual sits in the retained block.

Now let $E'$ be a second real energy that is not an eigenvalue of $D$. The resolvents differ by

$$R(E')-R(E)=R(E')\left[(D-E)-(D-E')\right]R(E)=(E'-E)R(E')R(E).$$

Since $\langle c,M(E)c\rangle=\langle c,Ac\rangle-E\|c\|^2-\langle b,R(E)b\rangle$, subtraction gives

$$\langle c,M(E')c\rangle-\langle c,M(E)c\rangle=-(E'-E)\left[\|c\|^2+\langle b,R(E')R(E)b\rangle\right].$$

For Hermitian $D$ and real $E'$, $R(E')$ is Hermitian, so the last term is $\langle R(E')b,R(E)b\rangle$. The bracket is then $\langle\psi_{E'},\psi_E\rangle$:

$$\langle c,M(E')c\rangle-\langle c,M(E)c\rangle=-(E'-E)\langle\psi_{E'},\psi_E\rangle.$$

Divide by $E'-E$ and let $E'\to E$. The resolvent is continuous at $E$, so the overlap tends to $\|\psi_E\|^2=\|c\|^2+\|R(E)b\|^2$, which proves the formula. For $c\ne0$ the slope is at most $-\|c\|^2<0$, hence the strict decrease.

### A three-by-three matrix with slope −6

Take $A=5$, $B=(1,\;2)$, $D=\mathrm{diag}(1,3)$, $c=1$ and $E=2$. Then $R(2)=\mathrm{diag}(-1,1)$ and $R(2)b=(-1,2)$, so $\psi_2=(1,1,-2)$ and

$$M(2)=5-2-(-1+4)=0.$$

Indeed $H\psi_2=(2,2,-4)=2\psi_2$. The squared norm is $1+1+4=6$. Differentiating $M(E)=5-E-\frac1{1-E}-\frac4{3-E}$ directly gives $-1-1-4=-6$ at $E=2$, as it should. After normalisation, the retained component carries $1/6$ of the state's weight.

The two-energy relation can be tested at $E'=2.5$. There $\psi_{2.5}=(1,\tfrac23,-4)$, its overlap with $\psi_2$ is $\tfrac{29}{3}$, and $M(2.5)=-\tfrac{29}{6}=-\tfrac12\cdot\tfrac{29}{3}$.

### How the Lean statements express the physics

The finite index types `m` and `n` label the retained and the eliminated amplitudes. They may have any size, and `B` may be rectangular. The matrix `Bᴴ` is $B^*$, and `star c ⬝ᵥ v` is $\langle c,v\rangle$, conjugate-linear in its first entry. The definitions `sphereResolvent`, `secular` and `augmented` are $R(E)$, $M(E)$ and $\psi_E$; the last is a vector on the disjoint union `m ⊕ n`. The squared norm is `weight`, the sum of $|v_i|^2$. No vector is normalised.

The hypothesis `OffResonance D E` says that $Dv=Ev$ forces $v=0$. Physically, the eliminated block has no stationary state of its own at energy $E$, so its response to the retained amplitudes is unique.

The main theorem, `secular_hasDerivAt`, states that the complex-valued function $x\mapsto\langle c,M(x)c\rangle$ of a real energy has the stated derivative at $E$. Hermiticity of `A` is needed only in `secular_hermitian`, which makes $M(E)$ Hermitian and the secular form real. For general `A`, `secular_strictAntiOn` speaks of the real part. Its set `s` is convex, which on the real line means an interval.

This is a finite matrix model in an orthonormal basis with energy-independent blocks. It has the algebra of energy-dependent augmentation, but it does not derive Slater's APW matrix elements, the matching of radial solutions at the sphere boundary, or the overlap of plane waves in the interstitial region. Within this single-particle model, a search in $E$ for roots of the secular form at fixed $c\neq0$ can get the slope from the same linear solve that gives the value. At such a root, $\psi_E$ is an eigenstate of $H$ only if the whole vector $M(E)c$ vanishes.

```lean
import Mathlib

open Matrix Filter Topology

namespace ApwSecular

noncomputable section

variable {m n : Type*} [Fintype m] [Fintype n] [DecidableEq m] [DecidableEq n]

/-- The energy `E` is not an eigenvalue of the block `D`. -/
def OffResonance (D : Matrix n n ℂ) (E : ℝ) : Prop :=
  ∀ v : n → ℂ, D *ᵥ v = (E : ℂ) • v → v = 0

/-- The resolvent `(D - E)⁻¹` of the eliminated block, for `E` not an eigenvalue of `D`. -/
def sphereResolvent (D : Matrix n n ℂ) (E : ℝ) : Matrix n n ℂ :=
  (D - (E : ℂ) • (1 : Matrix n n ℂ))⁻¹

/-- The secular matrix `M(E) = A - E - B (D - E)⁻¹ B*`, for `E` not an eigenvalue of `D`. -/
def secular (A : Matrix m m ℂ) (B : Matrix m n ℂ) (D : Matrix n n ℂ) (E : ℝ) :
    Matrix m m ℂ :=
  A - (E : ℂ) • (1 : Matrix m m ℂ) - B * sphereResolvent D E * Bᴴ

/-- The energy-dependent augmented state `(c, -(D - E)⁻¹ B* c)`, for `E` not an eigenvalue
of `D`. -/
def augmented (B : Matrix m n ℂ) (D : Matrix n n ℂ) (E : ℝ) (c : m → ℂ) : m ⊕ n → ℂ :=
  Sum.elim c (-(sphereResolvent D E *ᵥ (Bᴴ *ᵥ c)))

/-- The squared norm of a state, the sum of its squared amplitudes. -/
def weight {ι : Type*} [Fintype ι] (v : ι → ℂ) : ℝ := ∑ i, ‖v i‖ ^ 2

/-- The overlap of a state with itself is its squared norm. -/
theorem overlap_self {ι : Type*} [Fintype ι] (v : ι → ℂ) :
    star v ⬝ᵥ v = (weight v : ℂ) := by
  rw [weight, Complex.ofReal_sum]
  refine Finset.sum_congr rfl fun i _ => ?_
  rw [← Complex.normSq_eq_norm_sq, Complex.normSq_eq_conj_mul_self]
  rfl

omit [DecidableEq m] in
/-- The squared norm of the augmented state is the sum of the contributions of its two parts. -/
theorem weight_augmented (B : Matrix m n ℂ) (D : Matrix n n ℂ) (E : ℝ) (c : m → ℂ) :
    weight (augmented B D E c) = weight c + weight (sphereResolvent D E *ᵥ (Bᴴ *ᵥ c)) := by
  simp [weight, augmented, Fintype.sum_sum_type]

/-- An energy is not an eigenvalue of `D` exactly when `det (D - E)` does not vanish. -/
theorem offResonance_iff (D : Matrix n n ℂ) (E : ℝ) :
    OffResonance D E ↔ (D - (E : ℂ) • (1 : Matrix n n ℂ)).det ≠ 0 := by
  rw [Ne, ← Matrix.exists_mulVec_eq_zero_iff]
  simp only [sub_mulVec, smul_mulVec, one_mulVec, sub_eq_zero]
  constructor
  · rintro h ⟨v, hv, hDv⟩
    exact hv (h v hDv)
  · intro h v hDv
    by_contra hv
    exact h ⟨v, hv, hDv⟩

/-- For `E` not an eigenvalue of `D`, `H - E` acting on the augmented state leaves no residual in
the eliminated block and the residual `M(E) c` in the retained one. -/
theorem augmented_residual (A : Matrix m m ℂ) (B : Matrix m n ℂ) {D : Matrix n n ℂ} {E : ℝ}
    (hE : OffResonance D E) (c : m → ℂ) :
    (fromBlocks A B Bᴴ D - (E : ℂ) • (1 : Matrix (m ⊕ n) (m ⊕ n) ℂ)) *ᵥ augmented B D E c
      = Sum.elim (secular A B D E *ᵥ c) 0 := by
  have hblock : fromBlocks A B Bᴴ D - (E : ℂ) • (1 : Matrix (m ⊕ n) (m ⊕ n) ℂ)
      = fromBlocks (A - (E : ℂ) • (1 : Matrix m m ℂ)) B Bᴴ
          (D - (E : ℂ) • (1 : Matrix n n ℂ)) := by
    ext (i | i) (j | j) <;> simp [Matrix.one_apply]
  have hu := isUnit_iff_ne_zero.mpr ((offResonance_iff D E).mp hE)
  rw [hblock, augmented, fromBlocks_mulVec, Sum.elim_comp_inl, Sum.elim_comp_inr]
  congr 1
  · simp only [secular, sub_mulVec, mulVec_neg, mulVec_mulVec, Matrix.mul_assoc]
    abel
  · rw [mulVec_neg, sphereResolvent, mulVec_mulVec (Bᴴ *ᵥ c), mul_nonsing_inv _ hu,
      one_mulVec, add_neg_cancel]

/-- The resolvent of a Hermitian block at a real energy is Hermitian. -/
theorem sphereResolvent_hermitian {D : Matrix n n ℂ} (hD : D.IsHermitian) (E : ℝ) :
    (sphereResolvent D E)ᴴ = sphereResolvent D E := by
  simp [sphereResolvent, conjTranspose_nonsing_inv, hD.eq]

omit [Fintype m] in
/-- For Hermitian `A` and `D` the secular matrix is Hermitian. -/
theorem secular_hermitian {A : Matrix m m ℂ} (B : Matrix m n ℂ) {D : Matrix n n ℂ}
    (hA : A.IsHermitian) (hD : D.IsHermitian) (E : ℝ) : (secular A B D E).IsHermitian := by
  simp [Matrix.IsHermitian, secular, conjTranspose_mul, hA.eq,
    sphereResolvent_hermitian hD, Matrix.mul_assoc]

/-- For Hermitian `D`, between two energies that are not eigenvalues of `D`, the secular form `⟨c,
M(E) c⟩` changes by minus the energy difference times the overlap of the two augmented states. -/
theorem secular_difference (A : Matrix m m ℂ) (B : Matrix m n ℂ) {D : Matrix n n ℂ}
    (hD : D.IsHermitian) {E E' : ℝ} (hE : OffResonance D E) (hE' : OffResonance D E')
    (c : m → ℂ) :
    star c ⬝ᵥ (secular A B D E' *ᵥ c) - star c ⬝ᵥ (secular A B D E *ᵥ c)
      = -((E' : ℂ) - E) * (star (augmented B D E' c) ⬝ᵥ augmented B D E c) := by
  have hu := isUnit_iff_ne_zero.mpr ((offResonance_iff D E).mp hE)
  have hu' := isUnit_iff_ne_zero.mpr ((offResonance_iff D E').mp hE')
  -- the resolvent identity
  have hres : sphereResolvent D E' - sphereResolvent D E
      = ((E' : ℂ) - E) • (sphereResolvent D E' * sphereResolvent D E) := by
    have key : ∀ P X Y Q : Matrix n n ℂ, P * (X * Q) - P * Y * Q = P * (X - Y) * Q := by
      intros
      noncomm_ring
    have h := key (sphereResolvent D E') (D - (E : ℂ) • (1 : Matrix n n ℂ))
      (D - (E' : ℂ) • (1 : Matrix n n ℂ)) (sphereResolvent D E)
    have hd : (D - (E : ℂ) • (1 : Matrix n n ℂ)) - (D - (E' : ℂ) • (1 : Matrix n n ℂ))
        = ((E' : ℂ) - E) • (1 : Matrix n n ℂ) := by module
    rw [hd] at h
    simp only [sphereResolvent] at h ⊢
    rw [mul_nonsing_inv _ hu, nonsing_inv_mul _ hu', mul_one, one_mul, mul_smul_comm,
      mul_one, smul_mul_assoc] at h
    exact h
  -- the secular form in terms of the resolvent
  have hform : ∀ x : ℝ, star c ⬝ᵥ (secular A B D x *ᵥ c)
      = star c ⬝ᵥ (A *ᵥ c) - x * (star c ⬝ᵥ c)
        - star (Bᴴ *ᵥ c) ⬝ᵥ (sphereResolvent D x *ᵥ (Bᴴ *ᵥ c)) := by
    intro x
    rw [star_mulVec, conjTranspose_conjTranspose, ← dotProduct_mulVec]
    simp only [secular, sub_mulVec, smul_mulVec, one_mulVec, dotProduct_sub, dotProduct_smul,
      smul_eq_mul, mulVec_mulVec, Matrix.mul_assoc]
  -- the overlap splits into its two parts
  have hover : star (augmented B D E' c) ⬝ᵥ augmented B D E c = star c ⬝ᵥ c
      + star (sphereResolvent D E' *ᵥ (Bᴴ *ᵥ c)) ⬝ᵥ (sphereResolvent D E *ᵥ (Bᴴ *ᵥ c)) := by
    simp [augmented, dotProduct, Fintype.sum_sum_type]
  rw [hform, hform, hover, star_mulVec (sphereResolvent D E'), sphereResolvent_hermitian hD,
    ← dotProduct_mulVec, mulVec_mulVec (Bᴴ *ᵥ c)]
  have h := congrArg (fun X => star (Bᴴ *ᵥ c) ⬝ᵥ (X *ᵥ (Bᴴ *ᵥ c))) hres
  simp only [sub_mulVec, smul_mulVec, dotProduct_sub, dotProduct_smul, smul_eq_mul] at h
  linear_combination -h

/-- For Hermitian `D`, fixed `c` and `E` not an eigenvalue of `D`, the energy derivative of `⟨c,
M(E) c⟩` at `E` is `-(‖c‖² + ‖(D - E)⁻¹ B* c‖²)`. -/
theorem secular_hasDerivAt (A : Matrix m m ℂ) (B : Matrix m n ℂ) {D : Matrix n n ℂ}
    (hD : D.IsHermitian) {E : ℝ} (hE : OffResonance D E) (c : m → ℂ) :
    HasDerivAt (fun x : ℝ => star c ⬝ᵥ (secular A B D x *ᵥ c))
      (-((weight c + weight (sphereResolvent D E *ᵥ (Bᴴ *ᵥ c)) : ℝ) : ℂ)) E := by
  have hdet := (offResonance_iff D E).mp hE
  have hX : Continuous fun x : ℝ => D - (x : ℂ) • (1 : Matrix n n ℂ) :=
    continuous_const.sub (Complex.continuous_ofReal.smul continuous_const)
  -- the resolvent is continuous at `E`
  have hR : ContinuousAt (fun x : ℝ => sphereResolvent D x) E := by
    simp only [sphereResolvent, Matrix.inv_def, Ring.inverse_eq_inv']
    exact (hX.matrix_det.continuousAt.inv₀ hdet).smul hX.matrix_adjugate.continuousAt
  have hG : Continuous fun X : Matrix n n ℂ =>
      -(star (Sum.elim c (-(X *ᵥ (Bᴴ *ᵥ c)))) ⬝ᵥ augmented B D E c) := by
    simp only [dotProduct, Fintype.sum_sum_type, Pi.star_apply, Sum.elim_inl, Sum.elim_inr,
      Pi.neg_apply, mulVec]
    fun_prop
  have hlim : Tendsto (fun x : ℝ => -(star (augmented B D x c) ⬝ᵥ augmented B D E c))
      (𝓝[≠] E) (𝓝 (-(star (augmented B D E c) ⬝ᵥ augmented B D E c))) :=
    (hG.continuousAt.tendsto.comp hR.tendsto).mono_left nhdsWithin_le_nhds
  rw [overlap_self (augmented B D E c), weight_augmented] at hlim
  have hev : ∀ᶠ x in 𝓝 E, OffResonance D x :=
    (hX.matrix_det.continuousAt.eventually_ne hdet).mono
      fun x hx => (offResonance_iff D x).mpr hx
  -- the difference quotient is minus the overlap of two augmented states
  rw [hasDerivAt_iff_tendsto_slope]
  refine hlim.congr' ?_
  filter_upwards [nhdsWithin_le_nhds hev, self_mem_nhdsWithin] with x hx hne
  have hne0 : x ≠ E := hne
  have hne1 : (x : ℂ) - E ≠ 0 := sub_ne_zero.mpr (by exact_mod_cast hne0)
  simp only [slope_def_module]
  rw [secular_difference A B hD hE hx c, Complex.real_smul, Complex.ofReal_inv,
    Complex.ofReal_sub, neg_mul, mul_neg, inv_mul_cancel_left₀ hne1]

/-- For Hermitian `D`, on an energy interval free of eigenvalues of `D`, the real part of `⟨c, M(E)
c⟩` is strictly decreasing for every nonzero `c`. -/
theorem secular_strictAntiOn (A : Matrix m m ℂ) (B : Matrix m n ℂ) {D : Matrix n n ℂ}
    (hD : D.IsHermitian) {s : Set ℝ} (hs : Convex ℝ s) (hE : ∀ E ∈ s, OffResonance D E)
    {c : m → ℂ} (hc : c ≠ 0) :
    StrictAntiOn (fun E : ℝ => (star c ⬝ᵥ (secular A B D E *ᵥ c)).re) s := by
  have hder : ∀ E ∈ s, HasDerivAt (fun x : ℝ => (star c ⬝ᵥ (secular A B D x *ᵥ c)).re)
      (-(weight c + weight (sphereResolvent D E *ᵥ (Bᴴ *ᵥ c)))) E := fun E h =>
    (Complex.reCLM.hasFDerivAt.comp_hasDerivAt E
      (secular_hasDerivAt A B hD (hE E h) c)).congr_deriv (by simp)
  have hpos : 0 < weight c := by
    obtain ⟨i, hi⟩ := Function.ne_iff.mp hc
    exact Finset.sum_pos' (fun j _ => sq_nonneg _)
      ⟨i, Finset.mem_univ i, pow_pos (norm_pos_iff.mpr hi) 2⟩
  refine strictAntiOn_of_deriv_neg hs
    (fun E h => (hder E h).continuousAt.continuousWithinAt) fun E h => ?_
  rw [(hder E (interior_subset h)).deriv]
  have hnn : 0 ≤ weight (sphereResolvent D E *ᵥ (Bᴴ *ᵥ c)) :=
    Finset.sum_nonneg fun j _ => sq_nonneg _
  linarith

/-- For the one-by-one blocks `A = 0`, `B = 1`, `D = 0`, the secular matrix vanishes both at
`E = -1` and at `E = 1`. -/
theorem secular_zero_on_both_sides :
    secular (0 : Matrix (Fin 1) (Fin 1) ℂ) 1 (0 : Matrix (Fin 1) (Fin 1) ℂ) (-1) = 0 ∧
      secular (0 : Matrix (Fin 1) (Fin 1) ℂ) 1 (0 : Matrix (Fin 1) (Fin 1) ℂ) 1 = 0 := by
  have h1 : sphereResolvent (0 : Matrix (Fin 1) (Fin 1) ℂ) (-1) = 1 :=
    inv_eq_right_inv (by simp)
  have h2 : sphereResolvent (0 : Matrix (Fin 1) (Fin 1) ℂ) 1 = -1 :=
    inv_eq_right_inv (by simp)
  constructor
  · simp [secular, h1]
  · simp [secular, h2]

end

end ApwSecular
```

```lean
#print axioms ApwSecular.secular_hermitian
#print axioms ApwSecular.secular_difference
#print axioms ApwSecular.secular_strictAntiOn
#print axioms ApwSecular.secular_zero_on_both_sides
```

```
'ApwSecular.secular_hermitian' depends on axioms: [propext, Classical.choice, Quot.sound]
'ApwSecular.secular_difference' depends on axioms: [propext, Classical.choice, Quot.sound]
'ApwSecular.secular_strictAntiOn' depends on axioms: [propext, Classical.choice, Quot.sound]
'ApwSecular.secular_zero_on_both_sides' depends on axioms: [propext, Classical.choice, Quot.sound]
```

### How the proof follows the algebra

`overlap_self` identifies $\langle v,v\rangle$ with `weight v`, and `weight_augmented` splits $\|\psi_E\|^2$ into its two parts. `offResonance_iff` turns the eigenvalue condition into $\det(D-E)\neq0$, which is what the matrix-inverse lemmas require. `augmented_residual` first writes $H-E$ as a block matrix (`hblock`) and then checks the two components found above.

The two-energy relation is `secular_difference`. Inside it, `hres` is the resolvent identity: `key` factors out the two outer resolvents, and `hd` evaluates the remaining middle factor $(D-E)-(D-E')$. The step `hform` expands the secular form, and `hover` splits the overlap. After rewriting with these two and using `sphereResolvent_hermitian` to move $R(E')$ across the inner product, `linear_combination` finishes with the resolvent identity taken between $b$ and $b$.

For the derivative, `hR` proves the resolvent continuous at $E$ by writing the inverse as the adjugate divided by the determinant. `hlim` then gives the limit of minus the overlap, and `hev` ensures that all energies close to $E$ also avoid the eigenvalues of $D$. The lemma `hasDerivAt_iff_tendsto_slope` reduces the claim to a limit of difference quotients, and `secular_difference` replaces each quotient by minus an overlap.

`secular_strictAntiOn` takes the real part of this derivative, shows that `weight c` is positive for nonzero `c`, and applies the usual criterion that a negative derivative on an interval implies strict decrease.

The last theorem, `secular_zero_on_both_sides`, shows why an interval is required. With one-by-one blocks $A=D=0$ and $B=1$, one has $M(E)=-E+1/E$ for $E\neq0$, which vanishes at both $E=-1$ and $E=1$. The form decreases on each side of the pole at $E=0$, yet takes equal values at these two energies, so the monotonicity does not carry across an eigenvalue of $D$.
